# The one-parameter quantum-well exciton energy is at least −4 effective Rydberg, and its infimum tends to −4 as the well narrows

An electron and a hole in a semiconductor quantum well attract each other while moving freely in the plane of the well. A separation across the well softens the Coulomb attraction at short in-plane distance. In a model with infinitely high barriers, this separation shrinks in proportion to the well width, and the binding energy is expected to approach the two-dimensional value of 4 effective Rydberg from below. The question here is whether a simple variational energy has this limit, for any finite set of electron-hole separations with fixed probabilities.

## The energy and its bound

Energies are in effective Rydberg and lengths in effective Bohr radii, both formed with the in-plane reduced mass and the dielectric constant of the well. Let $r$ be the in-plane electron-hole distance and $d$ the separation across the well. The relative motion then has kinetic energy $-\nabla^2$ and potential $-2/\sqrt{r^2+d^2}$.

The normalised trial function is $\varphi_b(r)=\sqrt{2/\pi}\,b\,e^{-br}$ with $b>0$. Its kinetic energy is $\int|\nabla\varphi_b|^2=b^2$. With $|\varphi_b|^2=(2b^2/\pi)e^{-2br}$ and the area element $2\pi r\,dr$, the potential energy is $-8b^2 I(b,d)$, where

$$I(b,d)=\int_0^\infty \frac{r\,e^{-2br}}{\sqrt{r^2+d^2}}\,dr .$$

In a well of width $L$, let the separation be $Lz_j$ with probability $p_j\ge 0$, where $j$ runs over a finite set and $\sum_j p_j=1$. The variational energy, measured from the electron-hole subband edge, is

$$E_L(b)=b^2-8b^2\sum_j p_j\,I(b,Lz_j).$$

Three statements hold for it:

- $E_L(b)\ge -4$ for all $b>0$.
- $m(L)=\inf_{b>0}E_L(b)$ is nondecreasing on $L\ge 0$.
- $m(L)\to -4$ as $L$ decreases to $0$.

## Checks on a variational exciton code

The numbers $p_j$ can be obtained from a quadrature of the squared electron and hole subband functions. The bound then tests the weights and the radial integration together: for this one-parameter model, a computed energy below $-4$ by more than the numerical error signals a fault. One possible cause is a set of weights whose sum exceeds one. If the sum is $S>0$, the zero-width energy becomes $b^2-4Sb$, with minimum $-4S^2$. This lies below $-4$ only for $S>1$, so nonnegative weights with too small a sum pass the check unnoticed.

The derivation also gives a search interval for the minimiser. Since $E_L(b)\ge (b-2)^2-4$, any $b$ with negative energy satisfies $0<b<4$. Such $b$ exist at every width, because $2b\,I(b,d)\to1$ as $b\to0$ and so $E_L(b)$ behaves like $-4b$ for small $b$. A minimiser therefore has negative energy and lies in this interval.

## From the integrand to the infimum

**Comparing separations.** Fix $b>0$ and $r>0$. If $d^2\le d'^2$, then $\sqrt{r^2+d^2}\le\sqrt{r^2+d'^2}$, so the integrand for $d'$ is at most the integrand for $d$. At $d=0$ the factor $r$ cancels and the integrand is $e^{-2br}$. Hence for every $d$

$$0\le \frac{r\,e^{-2br}}{\sqrt{r^2+d^2}}\le e^{-2br}.$$

The right-hand side is integrable, so $I(b,d)$ is finite, and integration preserves the order: $I(b,d')\le I(b,d)$.

**Zero width.** Here $I(b,0)=\int_0^\infty e^{-2br}\,dr=1/(2b)$. Because the probabilities sum to one,

$$E_0(b)=b^2-\frac{8b^2}{2b}=b^2-4b=(b-2)^2-4 .$$

The minimum is $-4$, at $b=2$.

**Monotonicity and lower bound.** If $L^2\le L'^2$, then $(Lz_j)^2\le(L'z_j)^2$ for each $j$, so $I(b,L'z_j)\le I(b,Lz_j)$. Multiplying by $p_j\ge0$, summing, and multiplying by $-8b^2$ gives $E_L(b)\le E_{L'}(b)$. Comparison with zero width yields

$$E_L(b)\ge E_0(b)=(b-2)^2-4\ge-4 .$$

For $0\le L\le L'$ we have $m(L)\le E_L(b)\le E_{L'}(b)$ for every $b>0$. Taking the infimum over $b$ on the right gives $m(L)\le m(L')$.

**Narrow-well limit.** Insert the fixed value $b=2$:

$$-4\le m(L)\le E_L(2)=4-32\sum_j p_j\,I(2,Lz_j).$$

As $L\to0$, each integrand converges at every $r>0$ to $e^{-4r}$, and it never exceeds that function. Dominated convergence gives $I(2,Lz_j)\to 1/4$, so $E_L(2)\to 4-8=-4$. The infimum is squeezed to the same limit.

**Strict inequality.** If $d\ne0$, the integrand is strictly below $e^{-2br}$ at every $r>0$, so $I(b,d)<1/(2b)$. Hence, if $L\ne0$ and some $z_i\ne0$ has $p_i>0$, then $E_L(b)>E_0(b)\ge-4$ for every $b>0$.

## A single separation, and weight at zero separation

The smallest case has one separation with probability one. If it is $z=0$, then $E_L(b)=(b-2)^2-4$ for every $L$, and the infimum stays at $-4$ however wide the well. This is why the infimum is only said to be nondecreasing, and why the strict inequality needs a nonzero separation.

The same effect can appear on a grid. If electron and hole share their grid points, zero separation carries a finite weight $p_0$. Keeping only that term of the attraction shows $m(L)\le-4p_0^2$ at every width. For a continuous distribution of separations, the infimum in this model tends to zero as the well widens, so in a sufficiently wide well such a grid overestimates the binding energy of the model.

## The Lean file

```lean
import Mathlib

open MeasureTheory Set Filter Topology

namespace QuantumWellExciton

noncomputable section

/-- Radial integrand of the Coulomb attraction for the in-plane trial function `exp (-b r)`,
with electron and hole a distance `d` apart across the well. -/
def density (b d r : ℝ) : ℝ := r * Real.exp (-2 * b * r) / √(r ^ 2 + d ^ 2)

/-- The Coulomb integral over all in-plane distances `r > 0`. -/
def radialIntegral (b d : ℝ) : ℝ := ∫ r in Ioi (0 : ℝ), density b d r

/-- Variational exciton energy in Rydberg units, for a well of width `L` in which the
separation across the well is `L * z j` with probability `p j`. -/
def energy {ι : Type*} [Fintype ι] (p z : ι → ℝ) (L b : ℝ) : ℝ :=
  b ^ 2 - 8 * b ^ 2 * ∑ j, p j * radialIntegral b (L * z j)

/-- The infimum of the variational energy over all inverse radii `b > 0`. -/
def minEnergy {ι : Type*} [Fintype ι] (p z : ι → ℝ) (L : ℝ) : ℝ :=
  ⨅ b : Ioi (0 : ℝ), energy p z L b

/-- At every in-plane distance the attraction does not grow when the separation across the
well is increased. -/
theorem density_anti (b : ℝ) {d d' r : ℝ} (hr : 0 < r) (h : d ^ 2 ≤ d' ^ 2) :
    density b d' r ≤ density b d r := by
  unfold density
  exact div_le_div_of_nonneg_left (by positivity) (by positivity)
    (Real.sqrt_le_sqrt (by linarith))

lemma density_zero (b : ℝ) {r : ℝ} (hr : 0 < r) :
    density b 0 r = Real.exp (-2 * b * r) := by
  unfold density
  rw [show r ^ 2 + (0 : ℝ) ^ 2 = r ^ 2 by ring, Real.sqrt_sq hr.le]
  exact mul_div_cancel_left₀ _ hr.ne'

lemma norm_density_le (b d : ℝ) {r : ℝ} (hr : 0 < r) :
    ‖density b d r‖ ≤ Real.exp (-2 * b * r) := by
  have h0 : 0 ≤ density b d r := by unfold density; positivity
  have h1 := density_anti b hr (show (0 : ℝ) ^ 2 ≤ d ^ 2 by nlinarith [sq_nonneg d])
  rw [density_zero b hr] at h1
  rwa [Real.norm_of_nonneg h0]

lemma measurable_density (b d : ℝ) : Measurable (density b d) := by
  unfold density
  exact Measurable.div (Continuous.measurable (by fun_prop))
    (Continuous.measurable (by fun_prop))

/-- The Coulomb integrand is integrable for every `b > 0`. -/
theorem integrableOn_density {b : ℝ} (hb : 0 < b) (d : ℝ) :
    IntegrableOn (density b d) (Ioi 0) :=
  Integrable.mono' (integrableOn_exp_mul_Ioi (show -2 * b < 0 by linarith) 0)
    (measurable_density b d).aestronglyMeasurable
    (ae_restrict_of_forall_mem measurableSet_Ioi fun _ hr => norm_density_le b d hr)

lemma radialIntegral_anti {b : ℝ} (hb : 0 < b) {d d' : ℝ} (h : d ^ 2 ≤ d' ^ 2) :
    radialIntegral b d' ≤ radialIntegral b d :=
  setIntegral_mono_on (integrableOn_density hb d') (integrableOn_density hb d)
    measurableSet_Ioi fun _ hr => density_anti b hr h

lemma radialIntegral_zero {b : ℝ} (hb : 0 < b) : radialIntegral b 0 = 1 / (2 * b) := by
  have h : radialIntegral b 0 = ∫ r in Ioi (0 : ℝ), Real.exp (-2 * b * r) :=
    setIntegral_congr_fun measurableSet_Ioi fun _ hr => density_zero b hr
  rw [h, integral_exp_mul_Ioi (show -2 * b < 0 by linarith) 0, mul_zero, Real.exp_zero,
    show -2 * b = -(2 * b) by ring, neg_div_neg_eq]

lemma radialIntegral_lt {b d : ℝ} (hb : 0 < b) (hd : d ≠ 0) :
    radialIntegral b d < radialIntegral b 0 := by
  have hd2 : 0 < d ^ 2 := by positivity
  refine lt_of_le_of_ne (radialIntegral_anti hb (by nlinarith)) fun heq => ?_
  -- equal integrals of ordered functions would force equality almost everywhere
  have hae := (integral_eq_iff_of_ae_le (integrableOn_density hb d) (integrableOn_density hb 0)
    (ae_restrict_of_forall_mem measurableSet_Ioi fun r hr =>
      density_anti b hr (by nlinarith))).1 heq
  have hF : ∀ᵐ r ∂(volume.restrict (Ioi (0 : ℝ))), False := by
    filter_upwards [hae, ae_restrict_mem measurableSet_Ioi] with r h1 hr
    have hr' : 0 < r := hr
    have h2 : density b d r < density b 0 r := by
      unfold density
      exact div_lt_div_of_pos_left (by positivity) (by positivity)
        (Real.sqrt_lt_sqrt (by positivity) (by linarith))
    exact h2.ne h1
  have hμ := ae_eq_bot.1 (Filter.eventually_false_iff_eq_bot.1 hF)
  rw [Measure.restrict_eq_zero, Real.volume_Ioi] at hμ
  exact absurd hμ (by simp)

/-- The Coulomb integral depends continuously on the separation across the well. -/
theorem continuous_radialIntegral {b : ℝ} (hb : 0 < b) : Continuous (radialIntegral b) := by
  unfold radialIntegral
  refine continuous_of_dominated (bound := fun r => Real.exp (-2 * b * r))
    (fun d => (measurable_density b d).aestronglyMeasurable)
    (fun d => ae_restrict_of_forall_mem measurableSet_Ioi fun _ hr => norm_density_le b d hr)
    (integrableOn_exp_mul_Ioi (show -2 * b < 0 by linarith) 0)
    (ae_restrict_of_forall_mem measurableSet_Ioi fun r hr => ?_)
  have hr' : 0 < r := hr
  unfold density
  exact Continuous.div (by fun_prop) (by fun_prop) fun d => by positivity

variable {ι : Type*} [Fintype ι] {p z : ι → ℝ}

/-- In a well of zero width the variational energy is `(b - 2)² - 4` Rydberg. -/
theorem energy_zero_width (hp : ∑ j, p j = 1) {b : ℝ} (hb : 0 < b) :
    energy p z 0 b = (b - 2) ^ 2 - 4 := by
  unfold energy
  simp only [zero_mul, radialIntegral_zero hb]
  rw [← Finset.sum_mul, hp]
  have h : b ^ 2 * (1 / (2 * b)) = b / 2 := by field_simp
  linear_combination -8 * h

/-- At a fixed trial function, widening the well does not lower the energy. -/
theorem energy_mono (hp0 : ∀ j, 0 ≤ p j) {b : ℝ} (hb : 0 < b) {L L' : ℝ}
    (h : L ^ 2 ≤ L' ^ 2) : energy p z L b ≤ energy p z L' b := by
  have hs : ∑ j, p j * radialIntegral b (L' * z j) ≤ ∑ j, p j * radialIntegral b (L * z j) :=
    Finset.sum_le_sum fun j _ => mul_le_mul_of_nonneg_left
      (radialIntegral_anti hb (by
        rw [mul_pow, mul_pow]
        exact mul_le_mul_of_nonneg_right h (sq_nonneg _))) (hp0 j)
  have := mul_le_mul_of_nonneg_left hs (show 0 ≤ 8 * b ^ 2 by positivity)
  unfold energy
  linarith

/-- The variational energy is never below minus four Rydberg. -/
theorem neg_four_le_energy (hp0 : ∀ j, 0 ≤ p j) (hp : ∑ j, p j = 1) (L : ℝ) {b : ℝ}
    (hb : 0 < b) : -4 ≤ energy p z L b := by
  have h := energy_mono (z := z) hp0 hb (show (0 : ℝ) ^ 2 ≤ L ^ 2 by nlinarith [sq_nonneg L])
  rw [energy_zero_width hp hb] at h
  nlinarith [sq_nonneg (b - 2)]

/-- If the width is nonzero and some nonzero separation has positive probability, every trial
function has energy strictly above minus four Rydberg. -/
theorem neg_four_lt_energy (hp0 : ∀ j, 0 ≤ p j) (hp : ∑ j, p j = 1) {L b : ℝ} (hb : 0 < b)
    (hL : L ≠ 0) {i : ι} (hi : 0 < p i) (hz : z i ≠ 0) : -4 < energy p z L b := by
  have hs : ∑ j, p j * radialIntegral b (L * z j) < ∑ j, p j * radialIntegral b (0 * z j) := by
    refine Finset.sum_lt_sum (fun j _ => mul_le_mul_of_nonneg_left
      (radialIntegral_anti hb ?_) (hp0 j)) ⟨i, Finset.mem_univ i, ?_⟩
    · nlinarith [sq_nonneg (L * z j)]
    · rw [zero_mul]
      exact mul_lt_mul_of_pos_left (radialIntegral_lt hb (mul_ne_zero hL hz)) hi
  have h1 := mul_lt_mul_of_pos_left hs (show 0 < 8 * b ^ 2 by positivity)
  have h0 := energy_zero_width (z := z) hp hb
  unfold energy at h0 ⊢
  nlinarith [sq_nonneg (b - 2)]

/-- The variational exciton energy is bounded below by minus four Rydberg; its infimum over
trial functions is nondecreasing in the well width and tends to minus four Rydberg as the
width decreases to zero. -/
theorem exciton_two_dimensional_limit (hp0 : ∀ j, 0 ≤ p j) (hp : ∑ j, p j = 1) :
    (∀ L b : ℝ, 0 < b → -4 ≤ energy p z L b) ∧
    MonotoneOn (minEnergy p z) (Ici 0) ∧
    Tendsto (minEnergy p z) (𝓝[>] 0) (𝓝 (-4)) := by
  have hbdd : ∀ L, BddBelow (range fun b : Ioi (0 : ℝ) => energy p z L b) := by
    rintro L
    refine ⟨-4, ?_⟩
    rintro _ ⟨b, rfl⟩
    exact neg_four_le_energy hp0 hp L b.2
  have : Nonempty (Ioi (0 : ℝ)) := ⟨⟨1, mem_Ioi.2 one_pos⟩⟩
  refine ⟨fun L b hb => neg_four_le_energy hp0 hp L hb, ?_, ?_⟩
  · intro L hL L' _ h
    exact ciInf_mono (hbdd L) fun b => energy_mono hp0 b.2 (pow_le_pow_left₀ hL h 2)
  · -- squeeze the infimum between -4 and the energy of the trial function with b = 2
    have hc : Continuous fun L => energy p z L 2 := by
      unfold energy
      exact continuous_const.sub (continuous_const.mul (continuous_finsetSum _ fun j _ =>
        continuous_const.mul ((continuous_radialIntegral two_pos).comp
          (continuous_id.mul continuous_const))))
    have ht : Tendsto (fun L => energy p z L 2) (𝓝[>] 0) (𝓝 (-4)) := by
      have h := hc.tendsto 0
      rw [energy_zero_width hp two_pos, show ((2 : ℝ) - 2) ^ 2 - 4 = -4 by norm_num] at h
      exact h.mono_left nhdsWithin_le_nhds
    exact tendsto_of_tendsto_of_tendsto_of_le_of_le tendsto_const_nhds ht
      (fun L => le_ciInf fun b => neg_four_le_energy hp0 hp L b.2)
      (fun L => ciInf_le (hbdd L) ⟨2, mem_Ioi.2 two_pos⟩)

end

end QuantumWellExciton
```

```lean
#print axioms QuantumWellExciton.neg_four_lt_energy
-- 'QuantumWellExciton.neg_four_lt_energy' depends on axioms: [propext, Classical.choice, Quot.sound]
#print axioms QuantumWellExciton.exciton_two_dimensional_limit
-- 'QuantumWellExciton.exciton_two_dimensional_limit' depends on axioms: [propext, Classical.choice, Quot.sound]
```

## How the Lean statement reads

The function `density b d r` is the integrand, and `radialIntegral b d` is $I(b,d)$, taken over `Ioi 0`, the open half-line $r>0$. The finite type `ι` labels the separations, and `p` and `z` are real-valued functions on it. The separations may have either sign, because only their squares enter. `energy p z L b` is $E_L(b)$, with the normalisation of the trial function already included in the factor $8b^2$. `minEnergy p z L` is $m(L)$.

The theorem `exciton_two_dimensional_limit` assumes that the weights are nonnegative (`hp0`) and sum to one (`hp`). Its conclusion has three parts. The first is the bound $-4\le E_L(b)$ for every real $L$ and every $b>0$. The second, `MonotoneOn (minEnergy p z) (Ici 0)`, says that $m$ is nondecreasing on $L\ge0$. The third uses the filter `𝓝[>] 0`, which means that $L$ approaches zero through positive values. The strict inequality is the separate theorem `neg_four_lt_energy`. It concerns each trial function, and not the infimum over them.

## How the proof follows the derivation

`density_anti` compares the integrands, `density_zero` performs the cancellation at $d=0$, and `norm_density_le` combines them into the exponential bound. With measurability, this gives `integrableOn_density`. Integrating the comparison gives `radialIntegral_anti`, and `radialIntegral_zero` evaluates the exponential integral.

`energy_zero_width` completes the square, `energy_mono` carries the comparison through the weighted sum, and `neg_four_le_energy` applies it with zero as the smaller width. For the strict version, `radialIntegral_lt` argues by contradiction: equal integrals of ordered functions would make the integrands equal almost everywhere on the half-line, although they differ at every point of it.

In the final theorem, `hbdd` records that the energies are bounded below, which the infimum lemmas `ciInf_mono` and `ciInf_le` require. The first of these gives monotonicity. The limit is the squeeze between $-4$ and the energy at $b=2$.

## Dominated convergence as a continuity lemma

The narrow-well limit turns on Mathlib's `continuous_of_dominated`, used in `continuous_radialIntegral`. It concludes that an integral depends continuously on a parameter, here $d$, from four inputs:

- the integrand is measurable in $r$ for each $d$;
- its norm is bounded, for almost every $r$, by a function that doesn't depend on $d$;
- that function is integrable;
- for almost every $r$, the integrand is continuous in $d$.

The bound is $e^{-2br}$, which serves all separations at once, including $d=0$. For the last input, the denominator $\sqrt{r^2+d^2}$ never vanishes when $r>0$, so the integrand is continuous in $d$ even at $d=0$. The bare Coulomb singularity at $r=0$ needs no cutoff, because the factor $r$ from the area element cancels it and leaves an integrable bound. Continuity of $E_L(2)$ in $L$ follows because the sum over separations is finite.

## Exact integrals, fixed probabilities and one parameter

The theorem concerns the exact radial integral. A numerical quadrature has its own error, and the computed energy can fall slightly below $-4$ for that reason alone. The theorem gives no rate of convergence in $L$, so it doesn't say how narrow a well must be for a given accuracy.

The starting point is the formula for $E_L(b)$. Its derivation from a Hamiltonian and a trial function, given above, is not part of the Lean file, and neither is a comparison with the exact ground state. Confinement energies are left out, and the medium has a single dielectric constant.

The probabilities $p_j$ don't change with $L$. This stands for infinitely high barriers, where the subband functions simply scale with the width. In a real well with finite barriers, the carriers spread into the barriers as the well becomes very thin, and the two-dimensional limit is not reached.

The in-plane trial function has one parameter and doesn't depend on the separation across the well. For wide wells this leaves out the correlation between in-plane and transverse motion, so the model shouldn't be used to recover the bulk exciton.
